# The plane wave averaged over a filled Fermi sphere is smaller than one in magnitude at every positive distance

For a filled Fermi sphere in three dimensions, `abs_fermiAverage_lt_one` states that the average of the plane wave over the occupied wave vectors has magnitude strictly below one at every positive distance. The distance enters as `y`, measured in units of the inverse Fermi wave number, and the average is normalised so that it equals one at `y = 0`. The proof uses the closed form 3(sin y − y cos y)/y³, which reduces the claim to the positivity of y³/3 − (sin y − y cos y) and y³/3 + (sin y − y cos y). Each of these vanishes at the origin and has a positive derivative at every positive point, so `pos_of_slope_pos` gives the two inequalities, named `up` and `lo`, and `linarith` is left to finish.

The first attempt, which Lean rejects:

```lean
import Mathlib

open Filter Topology

namespace FermiExchangeHole

noncomputable section

/-- The plane wave averaged over the filled Fermi sphere, in spherical coordinates: `t` is the
wave number in units of the Fermi wave number, `u` the cosine of the polar angle, and `y` the
distance times the Fermi wave number. -/
def fermiAverage (y : ℝ) : ℝ :=
  3 / 2 * ∫ t in (0 : ℝ)..1, t ^ 2 * ∫ u in (-1 : ℝ)..1, Real.cos (t * y * u)

/-- A differentiable function that vanishes at the origin and has positive slope at every positive
point is positive at every positive point. -/
theorem pos_of_slope_pos {f f' : ℝ → ℝ} (h0 : f 0 = 0) (hf : ∀ x, HasDerivAt f (f' x) x)
    (hp : ∀ x, 0 < x → 0 < f' x) {y : ℝ} (hy : 0 < y) : 0 < f y := by
  have hm : StrictMonoOn f (Set.Ici 0) :=
    strictMonoOn_of_deriv_pos (convex_Ici 0)
      (fun x _ => (hf x).continuousAt.continuousWithinAt)
      (fun x hx => by
        rw [interior_Ici] at hx
        rw [(hf x).deriv]
        exact hp x hx)
  have h := hm (Set.mem_Ici.mpr le_rfl) (Set.mem_Ici.mpr hy.le) hy
  rwa [h0] at h

/-- The derivative of `sin x - x cos x` is `x sin x`. -/
theorem hasDerivAt_sin_sub_mul_cos (x : ℝ) :
    HasDerivAt (fun x => Real.sin x - x * Real.cos x) (x * Real.sin x) x :=
  ((Real.hasDerivAt_sin x).fun_sub
    ((hasDerivAt_id' x).fun_mul (Real.hasDerivAt_cos x))).congr_deriv (by ring)

/-- At positive distance, carrying out the angular integral turns the Fermi-sphere average into a
radial sine integral. -/
theorem fermiAverage_eq_radial {y : ℝ} (hy : 0 < y) :
    fermiAverage y = 3 * ∫ t in (0 : ℝ)..1, t * Real.sin (t * y) / y := by
  have key : ∀ t : ℝ, t ^ 2 * (∫ u in (-1 : ℝ)..1, Real.cos (t * y * u))
      = 2 * (t * Real.sin (t * y) / y) := by
    intro t
    rcases eq_or_ne t 0 with rfl | ht
    · simp
    · have hc : t * y ≠ 0 := mul_ne_zero ht hy.ne'
      have hy0 : y ≠ 0 := hy.ne'
      rw [intervalIntegral.integral_comp_mul_left Real.cos hc, integral_cos]
      simp only [mul_neg, mul_one, Real.sin_neg, smul_eq_mul]
      field_simp
      ring
  have e : (∫ t in (0 : ℝ)..1, t ^ 2 * ∫ u in (-1 : ℝ)..1, Real.cos (t * y * u))
      = ∫ t in (0 : ℝ)..1, 2 * (t * Real.sin (t * y) / y) :=
    intervalIntegral.integral_congr (fun t _ => key t)
  unfold fermiAverage
  rw [e, intervalIntegral.integral_const_mul]
  ring

/-- The closed form of the Fermi-sphere average at positive distance. -/
theorem fermiAverage_closed_form {y : ℝ} (hy : 0 < y) :
    fermiAverage y = 3 * (Real.sin y - y * Real.cos y) / y ^ 3 := by
  have hy0 : y ≠ 0 := hy.ne'
  have hd : ∀ t : ℝ, HasDerivAt
      (fun t => (Real.sin (t * y) - t * y * Real.cos (t * y)) / y ^ 3)
      (t * Real.sin (t * y) / y) t := fun t =>
    (((hasDerivAt_sin_sub_mul_cos (t * y)).comp t (hasDerivAt_mul_const y)).div_const
      (y ^ 3)).congr_deriv (by field_simp)
  have hc : Continuous (fun t : ℝ => t * Real.sin (t * y) / y) := by fun_prop
  rw [fermiAverage_eq_radial hy, intervalIntegral.integral_eq_sub_of_hasDerivAt
    (fun t _ => hd t) (hc.intervalIntegrable _ _)]
  simp only [one_mul, zero_mul, Real.sin_zero, sub_zero, zero_div]
  ring

/-- At positive distance the Fermi-sphere average is smaller than one in magnitude. -/
theorem abs_fermiAverage_lt_one {y : ℝ} (hy : 0 < y) : |fermiAverage y| < 1 := by
  have up := pos_of_slope_pos
    (f := fun x => 1 / 3 * x ^ 3 - (Real.sin x - x * Real.cos x))
    (f' := fun x => x * (x - Real.sin x)) (by norm_num)
    (fun x => (((hasDerivAt_pow 3 x).const_mul (1 / 3)).fun_sub
      (hasDerivAt_sin_sub_mul_cos x)).congr_deriv
        (by simp only [Nat.reduceSub, Nat.cast_ofNat]; ring))
    (fun x hx => mul_pos hx (sub_pos.2 (Real.sin_lt hx))) hy
  have lo := pos_of_slope_pos
    (f := fun x => 1 / 3 * x ^ 3 + (Real.sin x - x * Real.cos x))
    (f' := fun x => x * (x + Real.sin x)) (by norm_num)
    (fun x => (((hasDerivAt_pow 3 x).const_mul (1 / 3)).fun_add
      (hasDerivAt_sin_sub_mul_cos x)).congr_deriv
        (by simp only [Nat.reduceSub, Nat.cast_ofNat]; ring))
    (fun x hx => mul_pos hx (by
      rcases le_or_gt x 1 with h | h
      · linarith [Real.sin_pos_of_pos_of_le_one hx h]
      · linarith [Real.neg_one_le_sin x])) hy
  dsimp only at up lo
  have h3 : 0 < y ^ 3 := by positivity
  rw [fermiAverage_closed_form hy, abs_lt, lt_div_iff₀ h3, div_lt_iff₀ h3]
  constructor <;> linarith

end

end FermiExchangeHole
```

The compiler's answer:

```
Main.lean:91:2: error: `dsimp` made no progress
```

Lean accepts the file once it reads:

```diff
@@ -89,5 +89,4 @@
       · linarith [Real.sin_pos_of_pos_of_le_one hx h]
       · linarith [Real.neg_one_le_sin x])) hy
-  dsimp only at up lo
   have h3 : 0 < y ^ 3 := by positivity
   rw [fermiAverage_closed_form hy, abs_lt, lt_div_iff₀ h3, div_lt_iff₀ h3]
```

Cause. The message means that `dsimp only at up lo` found nothing to simplify in either hypothesis, which `dsimp` treats as an error by default.

With no lemmas supplied, the line could serve only to tidy the form of `up` and `lo`, chiefly by beta reduction, that is, by putting `y` into the body of a `fun x => ...`. The conclusion of `pos_of_slope_pos` is `0 < f y`, and `f` is given here as such a function, so one might expect an unreduced application to remain. But Lean had already done this reduction when it elaborated the two `have` terms. `up`, for instance, already read `0 < 1 / 3 * y ^ 3 - (Real.sin y - y * Real.cos y)`.

The diff deletes the redundant line. This removes the error, and the closing `linarith` can use `up` and `lo` as they stand. The mathematical argument is unchanged.
